# For six fermionic fields with scalar contractions, the vacuum value is a signed sum over fifteen pairings

Three electrons are put into an empty set of orbitals and then taken out again through three other orbitals, which overlap with the first three. The amplitude is the vacuum expectation value of six operators. If each operator may be a mixture of creation and annihilation, as can happen after a change of reference state, the same kind of expectation value has many more ways to be non-zero.

I learned that for non-interacting fermions the answer is a sum over the fifteen ways to pair six fields, each with a sign. I can reproduce it by anticommuting operators until the page is full, but I never quite trust my signs. Which assumptions does the formula really use, and can it be stated and proved rigorously, with a machine checking all fifteen terms?

## Sweeping an annihilation part to the right

Yes. Write each field as Aᵢ = pᵢ + mᵢ, with a creation part pᵢ and an annihilation part mᵢ, and let ω(x) be the vacuum value of an operator x. The assumptions are that ω is linear and that, for all labels i, j and all operators x,

mᵢ pⱼ + pⱼ mᵢ = c(i, j)·1

mᵢ mⱼ + mⱼ mᵢ = 0

ω(1) = 1, ω(pᵢ x) = 0, ω(x mᵢ) = 0.

The number c(i, j) is the contraction: the amplitude for field j to create a quantum that field i absorbs. The last two conditions say that a creation part gives zero on the vacuum bra and an annihilation part gives zero on the vacuum ket.

Adding the two anticommutators gives the exchange rule for a whole field:

mᵢ Aⱼ = c(i, j)·1 − Aⱼ mᵢ.

Now let X = B₀B₁…Bₙ₋₁ be a product of n fields, where Bₖ has the label ℓₖ, and let Xₖ be X with Bₖ left out. Then

mᵢ X = Σₖ (−1)ᵏ c(i, ℓₖ) Xₖ + (−1)ⁿ X mᵢ, with k = 0, …, n−1.

For n = 0 this reads mᵢ = mᵢ. For a longer product, write X = B₀Y. The exchange rule gives

mᵢ B₀Y = c(i, ℓ₀) Y − B₀ (mᵢ Y).

Inserting the formula for the shorter product Y puts B₀ back in front of each of its terms and reverses their signs, which is the formula for X.

Apply ω to Aᵢ X = pᵢ X + mᵢ X. The term with pᵢ on the left vanishes, and so does the one with mᵢ on the right:

ω(Aᵢ X) = Σₖ (−1)ᵏ c(i, ℓₖ) ω(Xₖ).

Each use of this rule removes two fields. For two and four fields it gives

ω(AᵢAⱼ) = c(i, j)

ω(AᵢAⱼAₖAₗ) = c(i, j)c(k, l) − c(i, k)c(j, l) + c(i, l)c(j, k).

For six fields with labels i₁, …, i₆, abbreviate c(i₁, i₂) to c₁₂ and so on. Contracting the first field with each of the others leaves five four-point functions with alternating signs, and expanding them gives

ω(A₁A₂A₃A₄A₅A₆) =

c₁₂(c₃₄c₅₆ − c₃₅c₄₆ + c₃₆c₄₅)

− c₁₃(c₂₄c₅₆ − c₂₅c₄₆ + c₂₆c₄₅)

+ c₁₄(c₂₃c₅₆ − c₂₅c₃₆ + c₂₆c₃₅)

− c₁₅(c₂₃c₄₆ − c₂₄c₃₆ + c₂₆c₃₄)

+ c₁₆(c₂₃c₄₅ − c₂₄c₃₅ + c₂₅c₃₄).

An odd product reduces in the same way to single fields, whose vacuum value is ω(pᵢ) + ω(mᵢ) = 0.

Your three-electron amplitude is a special case. Suppose c₁₂ = c₁₃ = c₂₃ = 0. Each of the first three fields must then pair with one of the last three, and six terms survive. Call the first three labels a₀, a₁, a₂ and the last three, in the order in which they stand, b₂, b₁, b₀. The six terms are

ω(A₁A₂A₃A₄A₅A₆) = det M, with Mᵢⱼ = c(aᵢ, bⱼ) and i, j = 0, 1, 2.

For three annihilation operators followed by three creation operators, this is the overlap of two three-electron Slater determinants.

Here is the complete Lean file.

```lean
import Mathlib

open Matrix

namespace FermionicSixPoint

noncomputable section

variable {K R ι : Type*} [CommRing K] [Ring R] [Algebra K R]

/-- The field operator `A_i = p_i + m_i`, the sum of a creation and an annihilation part. -/
def fieldOp (p m : ι → R) (i : ι) : R := p i + m i

/-- The ordered product of the field operators whose labels are listed. -/
def fieldProd (p m : ι → R) : List ι → R
  | [] => 1
  | i :: L => fieldOp p m i * fieldProd p m L

/-- The alternating sum over all contractions of the label `i` with one field of a product,
the contracted field being removed from the product. -/
def contractions (p m : ι → R) (c : ι → ι → K) (i : ι) (L : List ι) : R :=
  ∑ k : Fin L.length, ((-1 : K) ^ (k : ℕ) * c i (L.get k)) • fieldProd p m (L.eraseIdx k)

/-- Creation parts `p`, annihilation parts `m`, contractions `c` and a vacuum functional `ω`
that satisfy the fermionic relations. -/
structure WickVacuum (p m : ι → R) (c : ι → ι → K) (ω : R →ₗ[K] K) : Prop where
  contraction : ∀ i j, m i * p j + p j * m i = c i j • (1 : R)
  anticommute : ∀ i j, m i * m j + m j * m i = 0
  normalized : ω 1 = 1
  creator_left : ∀ i x, ω (p i * x) = 0
  annihilator_right : ∀ i x, ω (x * m i) = 0

variable {p m : ι → R} {c : ι → ι → K} {ω : R →ₗ[K] K}

/-- There is nothing to contract with in an empty product. -/
theorem contractions_nil (i : ι) : contractions p m c i [] = 0 :=
  Fin.sum_univ_zero _

/-- With a field `A_j` in front of a product, the label `i` is contracted either with `A_j`
or, with a minus sign, with one of the later fields. -/
theorem contractions_cons (i j : ι) (L : List ι) :
    contractions p m c i (j :: L) =
      c i j • fieldProd p m L - fieldOp p m j * contractions p m c i L := by
  unfold contractions
  refine (Fin.sum_univ_succ (n := L.length) _).trans ?_
  rw [Finset.mul_sum, sub_eq_add_neg, ← Finset.sum_neg_distrib]
  refine congrArg₂ (· + ·) ?_ ?_
  · change ((-1 : K) ^ 0 * c i j) • fieldProd p m L = _
    rw [pow_zero, one_mul]
  · refine Finset.sum_congr rfl fun k _ => ?_
    change ((-1 : K) ^ ((k : ℕ) + 1) * c i (L.get k)) •
      (fieldOp p m j * fieldProd p m (L.eraseIdx k)) = _
    rw [mul_smul_comm, ← neg_smul]
    congr 1
    ring

/-- Moving an annihilation part to the right through a product of fields produces the alternating
sum of its contractions and a signed term in which it stands on the far right. -/
theorem annihilator_pass (h : WickVacuum p m c ω) (i : ι) (L : List ι) :
    m i * fieldProd p m L =
      contractions p m c i L + (-1 : K) ^ L.length • (fieldProd p m L * m i) := by
  induction L with
  | nil => simp [contractions_nil, fieldProd]
  | cons j L ih =>
    -- exchange with a single field
    have anti : m i * fieldOp p m j = c i j • (1 : R) - fieldOp p m j * m i := by
      rw [eq_sub_iff_add_eq]
      calc m i * fieldOp p m j + fieldOp p m j * m i
          = (m i * p j + p j * m i) + (m i * m j + m j * m i) := by
            unfold fieldOp; noncomm_ring
        _ = c i j • (1 : R) := by rw [h.contraction, h.anticommute, add_zero]
    have hc : fieldProd p m (j :: L) = fieldOp p m j * fieldProd p m L := rfl
    calc m i * fieldProd p m (j :: L)
        = (m i * fieldOp p m j) * fieldProd p m L := by rw [hc, mul_assoc]
      _ = c i j • fieldProd p m L - fieldOp p m j * (m i * fieldProd p m L) := by
          rw [anti, sub_mul, smul_mul_assoc, one_mul, mul_assoc]
      _ = _ := by
          rw [ih, contractions_cons, hc, List.length_cons, pow_succ, mul_add, mul_smul_comm,
            mul_neg_one, neg_smul, mul_assoc]
          abel

/-- Wick reduction: the vacuum value of a product of fields is that of the alternating sum of all
contractions of its first field with the others. -/
theorem wick_step (h : WickVacuum p m c ω) (i : ι) (L : List ι) :
    ω (fieldOp p m i * fieldProd p m L) = ω (contractions p m c i L) := by
  rw [fieldOp, add_mul, map_add, h.creator_left, zero_add, annihilator_pass h, map_add,
    map_smul, h.annihilator_right, smul_zero, add_zero]

/-- The vacuum value of a product of an odd number of fields vanishes. -/
theorem odd_vanishes (h : WickVacuum p m c ω) (n : ℕ) :
    ∀ L : List ι, L.length = 2 * n + 1 → ω (fieldProd p m L) = 0 := by
  induction n with
  | zero =>
    intro L hL
    obtain ⟨i, rfl⟩ := List.length_eq_one_iff.mp hL
    change ω (fieldOp p m i * fieldProd p m []) = 0
    rw [wick_step h, contractions_nil, map_zero]
  | succ n ih =>
    intro L hL
    cases L with
    | nil => simp at hL
    | cons i L =>
      rw [List.length_cons] at hL
      change ω (fieldOp p m i * fieldProd p m L) = 0
      rw [wick_step h, contractions, map_sum]
      -- each contraction leaves an odd product with two fields fewer
      refine Finset.sum_eq_zero fun k _ => ?_
      have hk := List.length_eraseIdx_of_lt k.isLt
      rw [map_smul, ih _ (by omega), smul_zero]

/-- The two-point function is the contraction of the two fields. -/
theorem two_point (h : WickVacuum p m c ω) (i j : ι) :
    ω (fieldOp p m i * fieldOp p m j) = c i j := by
  have s := wick_step h i [j]
  simpa only [fieldProd, contractions_cons, contractions_nil, mul_zero, sub_zero, mul_one,
    map_smul, h.normalized, smul_eq_mul] using s

/-- Wick's theorem for six fermionic fields: the vacuum value is the signed sum over the
fifteen pairings. -/
theorem six_point (h : WickVacuum p m c ω) (i₁ i₂ i₃ i₄ i₅ i₆ : ι) :
    ω (fieldOp p m i₁ * fieldOp p m i₂ * fieldOp p m i₃ *
        fieldOp p m i₄ * fieldOp p m i₅ * fieldOp p m i₆) =
      c i₁ i₂ * c i₃ i₄ * c i₅ i₆ - c i₁ i₂ * c i₃ i₅ * c i₄ i₆ + c i₁ i₂ * c i₃ i₆ * c i₄ i₅
      - c i₁ i₃ * c i₂ i₄ * c i₅ i₆ + c i₁ i₃ * c i₂ i₅ * c i₄ i₆ - c i₁ i₃ * c i₂ i₆ * c i₄ i₅
      + c i₁ i₄ * c i₂ i₃ * c i₅ i₆ - c i₁ i₄ * c i₂ i₅ * c i₃ i₆ + c i₁ i₄ * c i₂ i₆ * c i₃ i₅
      - c i₁ i₅ * c i₂ i₃ * c i₄ i₆ + c i₁ i₅ * c i₂ i₄ * c i₃ i₆ - c i₁ i₅ * c i₂ i₆ * c i₃ i₄
      + c i₁ i₆ * c i₂ i₃ * c i₄ i₅ - c i₁ i₆ * c i₂ i₄ * c i₃ i₅
      + c i₁ i₆ * c i₂ i₅ * c i₃ i₄ := by
  -- products of four fields, left over after the first contraction
  have four : ∀ i j k l, ω (fieldOp p m i * (fieldOp p m j * (fieldOp p m k * fieldOp p m l)))
      = c i j * c k l - (c i k * c j l - c i l * c j k) := by
    intro i j k l
    have s := wick_step h i [j, k, l]
    simpa only [fieldProd, contractions_cons, contractions_nil, mul_zero, sub_zero, mul_one,
      mul_sub, mul_smul_comm, map_sub, map_smul, smul_eq_mul, two_point h] using s
  -- contract the first field with each of the other five
  have s := wick_step h i₁ [i₂, i₃, i₄, i₅, i₆]
  simp only [fieldProd, contractions_cons, contractions_nil, mul_zero, sub_zero, mul_one,
    mul_sub, mul_smul_comm, map_sub, map_smul, smul_eq_mul, four] at s
  simp only [mul_assoc] at s ⊢
  rw [s]
  ring

/-- If the first three fields have no contractions among themselves, the six-point function
is the determinant of their contractions with the last three, taken in reverse order. -/
theorem six_point_determinant (h : WickVacuum p m c ω) (a b : Fin 3 → ι)
    (ha : ∀ i j, i < j → c (a i) (a j) = 0) :
    ω (fieldOp p m (a 0) * fieldOp p m (a 1) * fieldOp p m (a 2) *
        fieldOp p m (b 2) * fieldOp p m (b 1) * fieldOp p m (b 0)) =
      (Matrix.of fun i j => c (a i) (b j)).det := by
  rw [six_point h, Matrix.det_fin_three, ha 0 1 (by decide), ha 0 2 (by decide),
    ha 1 2 (by decide)]
  simp only [Matrix.of_apply]
  ring

/-- The annihilation matrix of a single fermionic mode. -/
def lower : Matrix (Fin 2) (Fin 2) ℂ := !![0, 1; 0, 0]

/-- The creation matrix of a single fermionic mode. -/
def raise : Matrix (Fin 2) (Fin 2) ℂ := !![0, 0; 1, 0]

/-- The matrix element of an operator in the empty state of the mode. -/
def vacuumElement : Matrix (Fin 2) (Fin 2) ℂ →ₗ[ℂ] ℂ where
  toFun x := x 0 0
  map_add' _ _ := rfl
  map_smul' _ _ := rfl

/-- Fields `v_i a† + u_i a` of a single fermionic mode, with arbitrary complex amplitudes,
satisfy all the relations with contractions `u_i v_j`. -/
theorem wickVacuum_witness (u v : ι → ℂ) :
    WickVacuum (fun i => v i • raise) (fun i => u i • lower)
      (fun i j => u i * v j) vacuumElement where
  contraction i j := by
    have car : lower * raise + raise * lower = 1 := by
      ext a b
      fin_cases a <;> fin_cases b <;> simp [lower, raise]
    change (u i • lower) * (v j • raise) + (v j • raise) * (u i • lower) = (u i * v j) • 1
    rw [smul_mul_smul_comm, smul_mul_smul_comm, mul_comm (v j) (u i), ← smul_add, car]
  anticommute i j := by
    have sq : lower * lower = 0 := by
      ext a b
      fin_cases a <;> fin_cases b <;> simp [lower, Matrix.mul_apply, Fin.sum_univ_two]
    change (u i • lower) * (u j • lower) + (u j • lower) * (u i • lower) = 0
    rw [smul_mul_smul_comm, smul_mul_smul_comm, sq, smul_zero, smul_zero, add_zero]
  normalized := by
    change (1 : Matrix (Fin 2) (Fin 2) ℂ) 0 0 = 1
    exact Matrix.one_apply_eq 0
  creator_left i x := by
    change ((v i • raise) * x) 0 0 = 0
    simp [raise, Matrix.mul_apply, Fin.sum_univ_two]
  annihilator_right i x := by
    change (x * (u i • lower)) 0 0 = 0
    simp [lower, Matrix.mul_apply, Fin.sum_univ_two]

end

end FermionicSixPoint
```

```lean
#print axioms FermionicSixPoint.odd_vanishes
#print axioms FermionicSixPoint.six_point
#print axioms FermionicSixPoint.six_point_determinant
```

```
'FermionicSixPoint.odd_vanishes' depends on axioms: [propext, Classical.choice, Quot.sound]
'FermionicSixPoint.six_point' depends on axioms: [propext, Classical.choice, Quot.sound]
'FermionicSixPoint.six_point_determinant' depends on axioms: [propext, Classical.choice, Quot.sound]
```

## What the Lean statement assumes about the vacuum

The operators live in an arbitrary algebra `R` over a commutative ring `K`; for quantum mechanics, take `K` to be the complex numbers. The label type `ι` can stand for orbital, spin or any other index. The functions `p` and `m` supply the two parts of each field, `fieldOp p m i` is Aᵢ, and `c i j` is c(i, j). The vacuum value is the linear map `ω`.

The structure `WickVacuum` collects the five assumptions above, and every theorem about vacuum values takes it as the hypothesis `h`. The theorem `six_point` then says that for any six labels, repeated or not, the vacuum value equals the fifteen-term sum. The order of the labels in each contraction follows the order of the operators, so `c` need not be symmetric. No relation among the creation parts is required, nor is there an adjoint, a Hilbert space or a positivity condition on `ω`.

That the anticommutators are scalars is assumed, not derived from a Hamiltonian. It holds for ordinary fermionic modes and for linear combinations of them. Interacting Heisenberg fields at different times generally do not satisfy it, and a thermal average does not meet the vacuum conditions with the usual creation and annihilation operators as `p` and `m`. The operators stay in the order written: the file defines neither time ordering nor normal-ordered products, so `six_point` is Wick's theorem at the level of vacuum values and for six fields. The reduction rule `wick_step` is proved for products of any length.

In electronic structure, these pairings reduce three-body density matrices to one-body quantities when the state is a single Slater determinant, with `p` and `m` defined relative to its filled orbitals.

The theorem `wickVacuum_witness` shows that the assumptions can be met with non-zero contractions. It uses one fermionic mode, represented by 2×2 complex matrices, and fields vᵢa† + uᵢa with arbitrary amplitudes. The contractions are uᵢvⱼ, and `vacuumElement` reads off the matrix element in the empty state, which has index 0.

## How the fifteen signs are checked

The definition `fieldProd` multiplies the fields in a list of labels, and `contractions` is the sum Σₖ (−1)ᵏ c(i, ℓₖ) Xₖ, with k counted from 0 as above. The lemma `contractions_cons` describes what happens when a field is put in front of the list: it separates the k = 0 term from the rest, and every later term gains a minus sign.

The sweep to the right is `annihilator_pass`, proved by induction on the list. Its intermediate statement `anti` is the exchange rule, obtained by adding the two anticommutators; `noncomm_ring` does the expansion without letting operators commute. The induction hypothesis then handles the shorter product, and `abel` collects the terms.

In `wick_step`, the two vacuum conditions remove the outer terms. The theorem `odd_vanishes` applies this step repeatedly, with `omega` confirming that each contraction leaves an odd product two fields shorter. The theorem `two_point` is the case of a single remaining field.

The proof of `six_point` follows the calculation above. The local statement `four` is the four-point formula. One more use of `wick_step` contracts the first field with the other five, and `simp only` replaces the remaining four-field products by `four`. Rewriting with `mul_assoc` brings the two bracketings of the operator product into agreement. What is left is an identity between scalars, and `ring` compares all fifteen terms with their signs.

For `six_point_determinant`, the hypothesis `ha` sets the three contractions among the first fields to zero. The explicit 3×3 formula `Matrix.det_fin_three` expands the determinant, and `ring` matches it with the six surviving terms.
